# For U > 0, the half-filled Hubbard atom's bubble tends to 1/(2U) as T → 0 while its spin susceptibility diverges

Put one electron on one site. Its spin is free, so a field $B$ coupled to $S_z$ gives the magnetization $\tfrac12\tanh(B/2T)$ and the susceptibility $1/(4T)$, with $k_B=1$. A half-filled Hubbard atom with repulsion $U>0$ should behave like this once $T\ll U$. But when I take its exact Green's function, with poles at $\pm U/2$, and close two copies of this function into a bubble, the result seems to stay finite as $T\to0$. The propagator already contains the full self-energy. Is my sum wrong, or where did the moment go?

## The propagator sees the charge gap, not the free spin flip

Your sum is right. Adding or removing an electron costs $U/2$, and that is all the two poles record. Turning the spin over costs nothing, but a product of two independent propagators doesn't register this.

**The bubble.** Write $a=U/2$ and $w_n=(2n+1)\pi T$. Then

$$G(iw)=\frac12\left[\frac1{iw+a}+\frac1{iw-a}\right]=\frac{-iw}{w^2+a^2},$$

so for one spin species and zero transfer frequency

$$\chi_0=-T\sum_n G(iw_n)^2=T\sum_n f(w_n),\qquad f(w)=\frac{w^2}{(w^2+a^2)^2}.$$

The positive frequencies are $(n+\tfrac12)h$ with $h=2\pi T$ and $n\ge0$. An antiderivative of $f$ is

$$F(w)=\frac12\left[\frac{\arctan(w/a)}a-\frac w{w^2+a^2}\right],\qquad F(0)=0,\quad F(\infty)=\frac\pi{4a}.$$

On the cell from $nh$ to $(n+1)h$, the increase of $F$ is $h f(c)$ for some $c$ inside. To compare $f(c)$ with the midpoint value, set $M(w)=1/(w^2+a^2)$, so that $f=M-a^2M^2$. For $0\le x\le y$,

$$f(x)-f(y)=[M(x)-M(y)]\,[1-a^2(M(x)+M(y))].$$

Since $0<a^2M\le1$, the last factor lies between $-1$ and $1$, and $|f(x)-f(y)|\le M(x)-M(y)$. The cell errors therefore telescope to at most $hM(0)=h/a^2$. If $S$ is the sum of $f$ over positive frequencies, then $|hS-\pi/(4a)|\le h/a^2$. Negative frequencies contribute another $S$, so $\chi_0=2TS=hS/\pi$ and

$$\left|\chi_0-\frac1{2U}\right|\le\frac{8T}{U^2}.$$

**The exact response.** The empty and doubly occupied states have energy $0$; the singly occupied ones have $-U/2\mp B/2$. Hence

$$m(B)=\frac{e^{U/2T}\sinh(B/2T)}{2+2e^{U/2T}\cosh(B/2T)}.$$

The numerator vanishes at $B=0$, so only its derivative contributes:

$$\chi=m'(0)=\frac{e^{U/2T}/(2T)}{2+2e^{U/2T}}=\frac1{4T(1+e^{-U/2T})}.$$

Thus $T\chi\to\tfrac14$, and $\chi$ diverges.

**Comparing the two.** Since $S_z=(n_\uparrow-n_\downarrow)/2$, each species enters with weight $1/4$, and the bubble's contribution to $\chi$ is $\chi_0/2\to1/(4U)$. Its share of $\chi$ vanishes. For this isolated half-filled site, even the exact propagator needs vertex corrections to give the local moment.

Here is the Lean file.

```lean
import Mathlib

open Filter Topology Finset
open scoped Real

namespace HubbardAtomBubble

noncomputable section

/-- The fermionic Matsubara frequency `(2n+1)πT`. -/
def matsubara (T : ℝ) (n : ℤ) : ℝ := (2 * n + 1) * π * T

/-- The Green's function of the half-filled Hubbard atom at imaginary frequency `iw`: two poles
of equal weight at `±U/2`. The domain is `U ≠ 0` or `w ≠ 0`. -/
def green (U w : ℝ) : ℂ :=
  (1 / (Complex.I * w + ((U / 2 : ℝ) : ℂ)) + 1 / (Complex.I * w - ((U / 2 : ℝ) : ℂ))) / 2

/-- The summand `w²/(w²+a²)²` of the bubble, on the domain where `w` and `a` are not both zero. -/
def bubbleTerm (a w : ℝ) : ℝ := w ^ 2 / (w ^ 2 + a ^ 2) ^ 2

/-- The bubble of one spin species, `T ∑ w_n²/(w_n²+U²/4)²` over all Matsubara frequencies,
for `T > 0`. -/
def bubble (U T : ℝ) : ℝ := T * ∑' n : ℤ, bubbleTerm (U / 2) (matsubara T n)

/-- The spin projection `(n↑ - n↓)/2` of an occupation state `(n↑, n↓)`. -/
def spinZ (s : Fin 2 × Fin 2) : ℝ := (((s.1 : ℕ) : ℝ) - ((s.2 : ℕ) : ℝ)) / 2

/-- The energy of an occupation state at half filling (chemical potential `U/2`) in a field `B`
that couples to the spin projection. -/
def energy (U B : ℝ) (s : Fin 2 × Fin 2) : ℝ :=
  U * ((s.1 : ℕ) : ℝ) * ((s.2 : ℕ) : ℝ) - U / 2 * (((s.1 : ℕ) : ℝ) + ((s.2 : ℕ) : ℝ))
    - B * spinZ s

/-- The thermal average of the spin projection in a field `B`, for `T > 0`. -/
def magnetization (U T B : ℝ) : ℝ :=
  (∑ s, spinZ s * Real.exp (-energy U B s / T)) / ∑ s, Real.exp (-energy U B s / T)

/-- The exact static spin susceptibility: the response of the magnetization at zero field,
for `T > 0`. -/
def spinSusceptibility (U T : ℝ) : ℝ := deriv (magnetization U T) 0

/-- For `U > 0` the bubble is `-T ∑ G(iw_n)²`, the product of two Green's functions without
vertex corrections. -/
theorem bubble_eq_green {U : ℝ} (hU : 0 < U) (T : ℝ) :
    (bubble U T : ℂ) = -(T : ℂ) * ∑' n : ℤ, green U (matsubara T n) ^ 2 := by
  have key : ∀ w : ℝ, green U w ^ 2 = ((-bubbleTerm (U / 2) w : ℝ) : ℂ) := by
    intro w
    have hp : Complex.I * w + ((U / 2 : ℝ) : ℂ) ≠ 0 := by
      intro h
      have := congrArg Complex.re h
      simp at this
      linarith
    have hm : Complex.I * w - ((U / 2 : ℝ) : ℂ) ≠ 0 := by
      intro h
      have := congrArg Complex.re h
      simp at this
      linarith
    have hprod : (Complex.I * w + ((U / 2 : ℝ) : ℂ)) * (Complex.I * w - ((U / 2 : ℝ) : ℂ))
        = -((w : ℂ) ^ 2 + ((U / 2 : ℝ) : ℂ) ^ 2) := by
      linear_combination (w : ℂ) ^ 2 * Complex.I_sq
    have hg : green U w = -(Complex.I * w) / ((w : ℂ) ^ 2 + ((U / 2 : ℝ) : ℂ) ^ 2) := by
      unfold green
      rw [div_add_div _ _ hp hm, hprod, div_neg]
      ring
    rw [hg, div_pow, neg_sq, mul_pow, Complex.I_sq]
    unfold bubbleTerm
    push_cast
    ring
  rw [tsum_congr (fun n => key (matsubara T n)), ← Complex.ofReal_tsum, tsum_neg, bubble,
    Complex.ofReal_neg, Complex.ofReal_mul]
  ring

/-- Sum against integral: if `F' = f` and the variation of `f` on the positive axis is controlled by
the decrease of `M`, the midpoint sum with spacing `h > 0` differs from the increase of `F` by at
most `h` times the total decrease of `M`. -/
theorem midpoint_error {f F M : ℝ → ℝ} (hF : ∀ x, HasDerivAt F (f x) x)
    (hM : ∀ x y, 0 ≤ x → x ≤ y → |f x - f y| ≤ M x - M y) {h : ℝ} (hh : 0 < h) (N : ℕ) :
    |h * ∑ n ∈ range N, f ((n + 1 / 2) * h) - (F (N * h) - F 0)| ≤ h * (M 0 - M (N * h)) := by
  induction N with
  | zero => simp
  | succ N ih =>
    have ha : 0 ≤ (N : ℝ) * h := by positivity
    -- on each cell the increase of `F` is `h` times a value of `f`
    obtain ⟨c, ⟨hc1, hc2⟩, hc⟩ := exists_hasDerivAt_eq_slope F f
      (show (N : ℝ) * h < (N + 1) * h by nlinarith)
      (fun x _ => (hF x).continuousAt.continuousWithinAt) (fun x _ => hF x)
    have hw : ((N : ℝ) + 1) * h - N * h = h := by ring
    rw [hw, eq_div_iff hh.ne'] at hc
    have hx1 : (N : ℝ) * h ≤ (N + 1 / 2) * h := by nlinarith
    have hx2 : ((N : ℝ) + 1 / 2) * h ≤ (N + 1) * h := by nlinarith
    have mono : ∀ x y, 0 ≤ x → x ≤ y → M y ≤ M x := fun x y hx hxy => by
      linarith [hM x y hx hxy, abs_nonneg (f x - f y)]
    have hs : |f ((N + 1 / 2) * h) - f c| ≤ M (N * h) - M ((N + 1) * h) := by
      rcases le_total (((N : ℝ) + 1 / 2) * h) c with hle | hle
      · linarith [hM _ _ (ha.trans hx1) hle, mono _ _ ha hx1,
          mono _ _ (ha.trans hc1.le) hc2.le]
      · rw [abs_sub_comm]
        linarith [hM _ _ (ha.trans hc1.le) hle, mono _ _ ha hc1.le,
          mono _ _ (ha.trans hx1) hx2]
    rw [abs_le] at ih hs
    have p1 := mul_le_mul_of_nonneg_left hs.1 hh.le
    have p2 := mul_le_mul_of_nonneg_left hs.2 hh.le
    rw [sum_range_succ, Nat.cast_succ, abs_le]
    constructor <;> linarith [ih.1, ih.2]

/-- For `a, h > 0` the sum of `w²/(w²+a²)²` over the positive frequencies `(n+1/2)h` converges,
and `h` times it differs from the integral `π/(4a)` by at most `h/a²`. -/
theorem positive_frequency_sum {a h : ℝ} (ha : 0 < a) (hh : 0 < h) :
    ∃ S, HasSum (fun n : ℕ => bubbleTerm a ((n + 1 / 2) * h)) S ∧
      |h * S - π / (4 * a)| ≤ h / a ^ 2 := by
  let F : ℝ → ℝ := fun w => (Real.arctan (w / a) / a - w / (w ^ 2 + a ^ 2)) / 2
  have hF : ∀ w, HasDerivAt F (bubbleTerm a w) w := by
    intro w
    have hne : w ^ 2 + a ^ 2 ≠ 0 := by positivity
    have hden : HasDerivAt (fun w : ℝ => w ^ 2 + a ^ 2) (2 * w) w :=
      ((hasDerivAt_pow 2 w).add_const (a ^ 2)).congr_deriv (by norm_num)
    have h1 := ((hasDerivAt_id' w).div_const a).arctan
    refine (((h1.div_const a).fun_sub
      ((hasDerivAt_id' w).fun_div hden hne)).div_const 2).congr_deriv ?_
    unfold bubbleTerm
    field_simp
    ring
  have hM : ∀ x y, 0 ≤ x → x ≤ y →
      |bubbleTerm a x - bubbleTerm a y| ≤ 1 / (x ^ 2 + a ^ 2) - 1 / (y ^ 2 + a ^ 2) := by
    intro x y hx hxy
    have e : ∀ z, bubbleTerm a z = 1 / (z ^ 2 + a ^ 2) - a ^ 2 * (1 / (z ^ 2 + a ^ 2)) ^ 2 := by
      intro z
      unfold bubbleTerm
      field_simp
      ring
    have b : ∀ z : ℝ, a ^ 2 * (1 / (z ^ 2 + a ^ 2)) ≤ 1 := by
      intro z
      rw [mul_one_div, div_le_one (by positivity)]
      nlinarith [sq_nonneg z]
    have huv : 1 / (y ^ 2 + a ^ 2) ≤ 1 / (x ^ 2 + a ^ 2) :=
      one_div_le_one_div_of_le (by positivity) (by gcongr)
    have hu : 0 < 1 / (x ^ 2 + a ^ 2) := by positivity
    have hv : 0 < 1 / (y ^ 2 + a ^ 2) := by positivity
    have bx := b x
    have b_y := b y
    rw [e x, e y]
    generalize 1 / (x ^ 2 + a ^ 2) = u at *
    generalize 1 / (y ^ 2 + a ^ 2) = v at *
    have q1 := mul_nonneg (sub_nonneg.2 huv) (sub_nonneg.2 bx)
    have q2 := mul_nonneg (sub_nonneg.2 huv) (sub_nonneg.2 b_y)
    have q3 := mul_nonneg (sub_nonneg.2 huv) (mul_nonneg (sq_nonneg a) (add_pos hu hv).le)
    rw [abs_le]
    constructor <;> linarith
  have hF0 : F 0 = 0 := by simp [F]
  have err : ∀ N : ℕ, |h * ∑ n ∈ range N, bubbleTerm a ((n + 1 / 2) * h) - F (N * h)|
      ≤ h / a ^ 2 := by
    intro N
    have h0 := midpoint_error (M := fun w => 1 / (w ^ 2 + a ^ 2)) hF hM hh N
    rw [hF0, sub_zero] at h0
    refine h0.trans ?_
    have hpos : 0 ≤ h * (1 / (((N : ℝ) * h) ^ 2 + a ^ 2)) := by positivity
    have h00 : h * (1 / ((0 : ℝ) ^ 2 + a ^ 2)) = h / a ^ 2 := by
      rw [zero_pow two_ne_zero, zero_add, mul_one_div]
    rw [mul_sub, h00]
    linarith
  -- the antiderivative tends to `π/(4a)`
  have hlim : Tendsto F atTop (𝓝 (π / (4 * a))) := by
    have l1 : Tendsto (fun w : ℝ => Real.arctan (w / a)) atTop (𝓝 (π / 2)) :=
      (Real.tendsto_arctan_atTop.mono_right nhdsWithin_le_nhds).comp
        (tendsto_id.atTop_div_const ha)
    have l2 : Tendsto (fun w : ℝ => w / (w ^ 2 + a ^ 2)) atTop (𝓝 0) := by
      refine squeeze_zero' ?_ ?_ tendsto_inv_atTop_zero
      · filter_upwards [eventually_gt_atTop 0] with w hw
        positivity
      · filter_upwards [eventually_gt_atTop 0] with w hw
        rw [div_le_iff₀ (by positivity), inv_mul_eq_div, le_div_iff₀ hw]
        nlinarith [sq_nonneg a]
    have l3 := ((l1.div_const a).sub l2).div_const 2
    have e : (π / 2 / a - 0) / 2 = π / (4 * a) := by ring
    rwa [e] at l3
  have hlimN : Tendsto (fun N : ℕ => F (N * h)) atTop (𝓝 (π / (4 * a))) :=
    hlim.comp (tendsto_natCast_atTop_atTop.atTop_mul_const hh)
  obtain ⟨K, hK⟩ := hlimN.bddAbove_range
  have hsum : Summable (fun n : ℕ => bubbleTerm a ((n + 1 / 2) * h)) := by
    refine summable_of_sum_range_le (c := (K + h / a ^ 2) / h)
      (fun n => by unfold bubbleTerm; positivity) (fun N => ?_)
    rw [le_div_iff₀ hh]
    have h1 := (abs_le.1 (err N)).2
    have h2 : F (N * h) ≤ K := hK ⟨N, rfl⟩
    linarith
  exact ⟨_, hsum.hasSum, le_of_tendsto
    (((hsum.hasSum.tendsto_sum_nat.const_mul h).sub hlimN).abs) (Eventually.of_forall err)⟩

/-- For `U, T > 0` the Matsubara sum of the bubble converges, and the bubble differs from
`1/(2U)` by at most `8T/U²`. -/
theorem bubble_error {U T : ℝ} (hU : 0 < U) (hT : 0 < T) :
    Summable (fun n : ℤ => bubbleTerm (U / 2) (matsubara T n)) ∧
      |bubble U T - 1 / (2 * U)| ≤ 8 * T / U ^ 2 := by
  obtain ⟨S, hS, hb⟩ := positive_frequency_sum (half_pos hU) (show 0 < 2 * π * T by positivity)
  have e1 : ∀ n : ℕ, bubbleTerm (U / 2) (matsubara T (n : ℤ))
      = bubbleTerm (U / 2) ((n + 1 / 2) * (2 * π * T)) := by
    intro n
    congr 1
    unfold matsubara
    push_cast
    ring
  -- negative frequencies mirror the positive ones
  have e2 : ∀ n : ℕ, bubbleTerm (U / 2) (matsubara T (-((n : ℤ) + 1)))
      = bubbleTerm (U / 2) ((n + 1 / 2) * (2 * π * T)) := by
    intro n
    have : matsubara T (-((n : ℤ) + 1)) = -((n + 1 / 2) * (2 * π * T)) := by
      unfold matsubara
      push_cast
      ring
    rw [this, bubbleTerm, bubbleTerm, neg_sq]
  have hZ : HasSum (fun n : ℤ => bubbleTerm (U / 2) (matsubara T n)) (S + S) :=
    HasSum.of_nat_of_neg_add_one (by simpa only [e1] using hS) (by simpa only [e2] using hS)
  refine ⟨hZ.summable, ?_⟩
  have e : T * (S + S) - 1 / (2 * U) = (2 * π * T * S - π / (4 * (U / 2))) / π := by
    field_simp
    ring
  rw [bubble, hZ.tsum_eq, e, abs_div, abs_of_pos Real.pi_pos, div_le_iff₀ Real.pi_pos]
  refine hb.trans (le_of_eq ?_)
  field_simp
  ring

/-- For `T > 0` the magnetization of the Hubbard atom responds to a small field with the
susceptibility `1/(4T(1+exp(-U/(2T))))`. -/
theorem hasDerivAt_magnetization (U : ℝ) {T : ℝ} (hT : 0 < T) :
    HasDerivAt (magnetization U T) (1 / (4 * T * (1 + Real.exp (-U / (2 * T))))) 0 := by
  have hm : magnetization U T = fun B =>
      ((Real.exp ((U + B) / (2 * T)) - Real.exp ((U - B) / (2 * T))) / 2) /
        (2 + (Real.exp ((U + B) / (2 * T)) + Real.exp ((U - B) / (2 * T)))) := by
    funext B
    have w00 : -energy U B (0, 0) / T = 0 := by
      simp only [energy, spinZ, Fin.val_zero, Nat.cast_zero]
      ring
    have w11 : -energy U B (1, 1) / T = 0 := by
      simp only [energy, spinZ, Fin.val_one, Nat.cast_one]
      ring
    have w10 : -energy U B (1, 0) / T = (U + B) / (2 * T) := by
      simp only [energy, spinZ, Fin.val_zero, Fin.val_one, Nat.cast_zero, Nat.cast_one]
      ring
    have w01 : -energy U B (0, 1) / T = (U - B) / (2 * T) := by
      simp only [energy, spinZ, Fin.val_zero, Fin.val_one, Nat.cast_zero, Nat.cast_one]
      ring
    simp only [magnetization, Fintype.sum_prod_type, Fin.sum_univ_two, w00, w11, w10, w01,
      Real.exp_zero, spinZ, Fin.val_zero, Fin.val_one, Nat.cast_zero, Nat.cast_one]
    congr 1 <;> ring
  have hp := (((hasDerivAt_id' (0 : ℝ)).const_add U).div_const (2 * T)).exp
  have hq := (((hasDerivAt_id' (0 : ℝ)).const_sub U).div_const (2 * T)).exp
  have hD : 2 + (Real.exp ((U + 0) / (2 * T)) + Real.exp ((U - 0) / (2 * T))) ≠ 0 := by
    positivity
  rw [hm]
  refine (((hp.fun_sub hq).div_const 2).fun_div ((hp.fun_add hq).const_add 2) hD).congr_deriv ?_
  have hE : Real.exp (-U / (2 * T)) = (Real.exp (U / (2 * T)))⁻¹ := by
    rw [← Real.exp_neg, neg_div]
  have hpos := Real.exp_pos (U / (2 * T))
  simp only [add_zero, sub_zero]
  rw [hE]
  generalize Real.exp (U / (2 * T)) = E at *
  field_simp
  ring

/-- Curie law of the local moment: for `U > 0`, `T` times the exact spin susceptibility tends
to `1/4` as `T` decreases to zero. -/
theorem curie_law {U : ℝ} (hU : 0 < U) :
    Tendsto (fun T => T * spinSusceptibility U T) (𝓝[>] 0) (𝓝 (1 / 4)) := by
  have l1 : Tendsto (fun T : ℝ => Real.exp (-(U / 2 * T⁻¹))) (𝓝[>] 0) (𝓝 0) :=
    Real.tendsto_exp_neg_atTop_nhds_zero.comp
      (tendsto_inv_nhdsGT_zero.const_mul_atTop (half_pos hU))
  have l2 : Tendsto (fun T : ℝ => 1 / (4 * (1 + Real.exp (-(U / 2 * T⁻¹))))) (𝓝[>] 0)
      (𝓝 (1 / (4 * (1 + 0)))) :=
    tendsto_const_nhds.div ((l1.const_add 1).const_mul 4) (by norm_num)
  rw [add_zero, mul_one] at l2
  refine l2.congr' ?_
  filter_upwards [self_mem_nhdsWithin] with T hT
  have hT' : 0 < T := hT
  have e : -(U / 2 * T⁻¹) = -U / (2 * T) := by ring
  rw [spinSusceptibility, (hasDerivAt_magnetization U hT').deriv, e]
  have hpos := Real.exp_pos (-U / (2 * T))
  generalize Real.exp (-U / (2 * T)) = E at *
  field_simp

/-- For `U > 0` and `T` decreasing to zero, the bubble tends to the finite value `1/(2U)`,
whereas the exact spin susceptibility diverges. -/
theorem bubble_finite_susceptibility_diverges {U : ℝ} (hU : 0 < U) :
    Tendsto (bubble U) (𝓝[>] 0) (𝓝 (1 / (2 * U))) ∧
      Tendsto (spinSusceptibility U) (𝓝[>] 0) atTop := by
  constructor
  · have hc : Continuous (fun T : ℝ => 8 * T / U ^ 2) := by fun_prop
    have h0 : Tendsto (fun T : ℝ => 8 * T / U ^ 2) (𝓝[>] 0) (𝓝 0) := by
      have h1 := (hc.tendsto 0).mono_left (nhdsWithin_le_nhds (s := Set.Ioi 0))
      rwa [mul_zero, zero_div] at h1
    rw [← tendsto_sub_nhds_zero_iff]
    refine squeeze_zero_norm' ?_ h0
    filter_upwards [self_mem_nhdsWithin] with T hT
    exact (bubble_error hU hT).2
  · -- `T * spinSusceptibility U T` tends to `1/4`; multiplying it by `1/T` gives the susceptibility
    refine ((curie_law hU).pos_mul_atTop (by norm_num) tendsto_inv_nhdsGT_zero).congr' ?_
    filter_upwards [self_mem_nhdsWithin] with T hT
    have hT' : T ≠ 0 := ne_of_gt hT
    field_simp

/-- For `U > 0`, the bubble in the normalisation of the spin projection (two spin species, each
with weight `1/4`) becomes a vanishing fraction of the exact susceptibility as `T` decreases
to zero. -/
theorem bubble_fraction_vanishes {U : ℝ} (hU : 0 < U) :
    Tendsto (fun T => (bubble U T / 2) / spinSusceptibility U T) (𝓝[>] 0) (𝓝 0) :=
  ((bubble_finite_susceptibility_diverges hU).1.div_const 2).div_atTop
    (bubble_finite_susceptibility_diverges hU).2

end

end HubbardAtomBubble
```

```lean
#print axioms HubbardAtomBubble.bubble_eq_green
#print axioms HubbardAtomBubble.bubble_finite_susceptibility_diverges
#print axioms HubbardAtomBubble.bubble_fraction_vanishes
```

```
'HubbardAtomBubble.bubble_eq_green' depends on axioms: [propext, Classical.choice, Quot.sound]
'HubbardAtomBubble.bubble_finite_susceptibility_diverges' depends on axioms: [propext, Classical.choice, Quot.sound]
'HubbardAtomBubble.bubble_fraction_vanishes' depends on axioms: [propext, Classical.choice, Quot.sound]
```

## What the theorems say

`bubble U T` is $\chi_0$, summed over all integers, and `bubble_eq_green` identifies it with $-T\sum G^2$. `spinSusceptibility U T` is the derivative of the thermal average `magnetization` at $B=0$. The pairs in `Fin 2 × Fin 2` are the occupations $(n_\uparrow,n_\downarrow)$, and `energy` includes the chemical potential $U/2$. The magnetic moment's prefactor is absorbed into $B$.

`bubble_finite_susceptibility_diverges` states both limits for every $U>0$; `𝓝[>] 0` means that $T$ approaches zero from above. `bubble_fraction_vanishes` compares the quantities in the common $S_z$ normalisation.

The two-pole form of $G$ is a definition here, not derived from the four states. No vertex function is defined either: "vertex corrections" names the difference between the exact response and the bubble. Hopping and a bath are absent.

## From one frequency cell to the limits

`midpoint_error` adds the cells by induction on their number. `positive_frequency_sum` supplies $F$ and $M$, proves convergence from bounded partial sums, and passes the error bound to the limit. `bubble_error` reflects the frequencies and divides by $\pi$. `hasDerivAt_magnetization` evaluates the four Boltzmann weights and applies the quotient rule; `curie_law` then sends $e^{-U/2T}$ to zero. The final theorems combine these limits.

The device to look at more closely is `exists_hasDerivAt_eq_slope`, Mathlib's mean value theorem. Given $F$ with derivative $f$ on a cell, it returns a point `c` strictly inside at which $f$ equals the slope of $F$. The file can thus compare a sum with an integral without ever forming an integral: differences of $F$ take its place, and no integrability has to be shown. The theorem doesn't say where `c` lies, so `rcases le_total` treats the midpoint to its left and to its right separately. In both cases the variation of $f$ is bounded by the decrease of $M$ across the whole cell, which is what makes the errors telescope.
